# In finite dimension, the quantum Fisher information of a unitarily shifted state is at most four times the variance of the generator

Suppose a mixed state $\rho$ acquires a small phase $\theta$ through $e^{-i\theta H}$, and we want a quick limit on how precisely $\theta$ can be read out. We can compute $\langle H\rangle$ and $\langle H^2\rangle$ and use $4\,\mathrm{Var}(H)$ as a ceiling for the quantum Fisher information $F$, without diagonalising $\rho$. In quantum metrology this ceiling limits the sensitivity of a finite-dimensional probe with a fixed generator. A large variance alone does not make a mixed probe sensitive.

## The gap between $4\,\mathrm{Var}(H)$ and $F$ as a positive trace

Let $\rho$ be a positive semidefinite matrix with unit trace and $H$ a Hermitian matrix, with $\hbar=1$. Write $\langle A\rangle=\mathrm{tr}(\rho A)$ for Hermitian $A$, $[A,B]=AB-BA$ and $\mathrm{Var}(H)=\langle H^2\rangle-\langle H\rangle^2$. The state changes at the rate $-i[H,\rho]$. A symmetric logarithmic derivative (SLD) is a Hermitian $L$ with
$$\tfrac12(L\rho+\rho L)=-i[H,\rho],$$
and $F=\mathrm{tr}(\rho L^2)$.

Multiply this equation by any matrix $M$ and take the trace. Cyclicity gives
$$\tfrac12\,\mathrm{tr}\,\rho(ML+LM)=-i\,\mathrm{tr}\,\rho(MH-HM).$$
For $M=L$ this reads $F=-i\,\mathrm{tr}(\rho[L,H])$, so $\mathrm{tr}(\rho[L,H])=iF$.

Now put $H'=H-\langle H\rangle$ and $X=L+2iH'$. Then $X^\dagger=L-2iH'$ and
$$X^\dagger X=L^2+2i[L,H']+4H'^2.$$
Since $[L,H']=[L,H]$ and $\mathrm{tr}(\rho H'^2)=\mathrm{Var}(H)$,
$$\mathrm{tr}(\rho X^\dagger X)=F+2i(iF)+4\,\mathrm{Var}(H)=4\,\mathrm{Var}(H)-F.$$

Let $v_i$ be the vector with components $\overline{X_{ij}}$. Then
$$\mathrm{tr}(\rho X^\dagger X)=\mathrm{tr}(X\rho X^\dagger)=\sum_i v_i^\dagger\rho v_i\ge0,$$
which proves $F\le4\,\mathrm{Var}(H)$. Equality makes every term vanish. For positive semidefinite $\rho$ this means $\rho v_i=0$ for all $i$, hence $\rho X^\dagger=0$, or equivalently $X\rho=0$.

## Pure states, a qubit, and the need for positivity

Two SLDs $L_1,L_2$ give the same $F$: the right side of the trace identity does not contain $L$, so the choices $M=L_1$ and $M=L_2$ yield
$$\mathrm{tr}(\rho L_1^2)=\tfrac12\mathrm{tr}\,\rho(L_1L_2+L_2L_1)=\mathrm{tr}(\rho L_2^2).$$

If $\rho^2=\rho$, take $L=-2i[H,\rho]$. The terms $\rho H\rho$ cancel in $L\rho+\rho L=-2i(H\rho-\rho H)$, so $L$ is an SLD. For $\rho=|\psi\rangle\langle\psi|$ with $\psi$ normalised, $\rho H\rho=\langle H\rangle\rho$, and
$$X\rho=-2i(H\rho-\rho H\rho)+2i(H\rho-\langle H\rangle\rho)=0.$$
A pure state therefore reaches the bound.

For $\rho=\mathrm{diag}(p,1-p)$ and $H=\sigma_x$, both sides of the SLD equation equal $(1-2p)\sigma_y$ when $L=2(1-2p)\sigma_y$. Since $\sigma_x^2=\sigma_y^2=1$ and $\langle\sigma_x\rangle=0$, we get $F=4(1-2p)^2$ and $\mathrm{Var}(H)=1$. At $p=\tfrac12$ the variance is unchanged but $F=0$.

The same algebra shows what positivity contributes. At $p=2$ the matrix $\mathrm{diag}(2,-1)$ is Hermitian with unit trace, but $F=36$ while $4\,\mathrm{Var}(H)=4$.

## States, generators and logarithmic derivatives in Lean

The finite type `n` labels the basis states.

```lean
import Mathlib

open Matrix
open Complex (I)
open scoped ComplexOrder

namespace QuantumFisherVarianceBound

noncomputable section

variable {n : Type*} [Fintype n]
```

A density matrix carries the two usual conditions; Mathlib's `PosSemidef` includes Hermiticity.

```lean
/-- A density matrix: positive semidefinite with unit trace. -/
structure IsDensityMatrix (ρ : Matrix n n ℂ) : Prop where
  posSemidef : ρ.PosSemidef
  trace_one : ρ.trace = 1
```

Expectation values are real by definition, through a real part. For Hermitian operators nothing is lost, as `trace_eq_expect` shows below.

```lean
/-- The expectation value `⟨A⟩ = Re tr(ρ A)`. -/
def expect (ρ A : Matrix n n ℂ) : ℝ := (ρ * A).trace.re

/-- The variance `⟨H²⟩ - ⟨H⟩²` of `H` in the state `ρ`. -/
def variance (ρ H : Matrix n n ℂ) : ℝ := expect ρ (H * H) - expect ρ H ^ 2
```

The dynamics enters only through the derivative of the state at one parameter value. Neither the exponential nor a measurement appears.

```lean
/-- The rate of change `-i [H, ρ]` of the state under the generator `H`. -/
def stateDeriv (H ρ : Matrix n n ℂ) : Matrix n n ℂ := (-I) • (H * ρ - ρ * H)
```

`IsSLD` is a condition on a given `L`. It says that the symmetrised product with $\rho$ reproduces the change of the state, as a logarithmic derivative does for a classical probability. Existence is supplied below for Hermitian idempotent $\rho$ with Hermitian $H$, and for diagonal qubit states with $H=\sigma_x$; elsewhere `L` is a hypothesis.

```lean
/-- `L` is a symmetric logarithmic derivative of `ρ` for the generator `H`:
it is Hermitian and `(L ρ + ρ L)/2 = -i [H, ρ]`. -/
structure IsSLD (ρ H L : Matrix n n ℂ) : Prop where
  herm : L.IsHermitian
  eqn : (1 / 2 : ℂ) • (L * ρ + ρ * L) = stateDeriv H ρ

/-- The quantum Fisher information `⟨L²⟩` computed from a logarithmic derivative `L`. -/
def qfi (ρ L : Matrix n n ℂ) : ℝ := expect ρ (L * L)
```

Another model would define $F$ from the eigenvalues $p_j$ of $\rho$ as $2\sum_{j,k}(p_j-p_k)^2|H_{jk}|^2/(p_j+p_k)$, over pairs with $p_j+p_k>0$, where $H_{jk}$ are the matrix elements of $H$ in an orthonormal eigenbasis of $\rho$. The bound would then need no `L` among its hypotheses, but the definition itself would involve a diagonalisation of $\rho$.

```lean
/-- The outer product `|ψ⟩⟨ψ|`. -/
def pureState (ψ : n → ℂ) : Matrix n n ℂ := Matrix.vecMulVec ψ (star ψ)
```

## The trace identity and the positive form

The trace of a product of two Hermitian matrices equals its own conjugate, so it is real.

```lean
/-- For Hermitian `ρ` and `A` the trace `tr(ρ A)` equals the real number `⟨A⟩`. -/
theorem trace_eq_expect {ρ A : Matrix n n ℂ} (hρ : ρ.IsHermitian) (hA : A.IsHermitian) :
    (ρ * A).trace = (expect ρ A : ℂ) := by
  have h : star (ρ * A).trace = (ρ * A).trace := by
    rw [← Matrix.trace_conjTranspose, Matrix.conjTranspose_mul, hρ.eq, hA.eq,
      Matrix.trace_mul_comm A ρ]
  exact (Complex.conj_eq_iff_re.mp h).symm
```

In `sld_pairing`, `c1` and `c2` are the cyclic moves that bring $\rho$ to the front.

```lean
/-- If `L` is a symmetric logarithmic derivative, then for every matrix `M`
`(tr(ρ M L) + tr(ρ L M))/2 = -i (tr(ρ M H) - tr(ρ H M))`. -/
theorem sld_pairing {ρ H L : Matrix n n ℂ} (h : IsSLD ρ H L) (M : Matrix n n ℂ) :
    (1 / 2 : ℂ) * ((ρ * (M * L)).trace + (ρ * (L * M)).trace)
      = -I * ((ρ * (M * H)).trace - (ρ * (H * M)).trace) := by
  -- cyclicity of the trace moves ρ to the front
  have c1 : ∀ B : Matrix n n ℂ, (M * (B * ρ)).trace = (ρ * (M * B)).trace := by
    intro B
    rw [← Matrix.mul_assoc M B ρ, Matrix.trace_mul_comm (M * B) ρ]
  have c2 : ∀ B : Matrix n n ℂ, (M * (ρ * B)).trace = (ρ * (B * M)).trace := by
    intro B
    rw [Matrix.trace_mul_comm M (ρ * B), Matrix.mul_assoc ρ B M]
  have h2 : (M * ((1 / 2 : ℂ) • (L * ρ + ρ * L))).trace = (M * stateDeriv H ρ).trace := by
    rw [h.eqn]
  simp only [stateDeriv, Matrix.mul_smul, Matrix.mul_add, Matrix.mul_sub, Matrix.trace_smul,
    Matrix.trace_add, Matrix.trace_sub, smul_eq_mul, c1, c2] at h2
  linear_combination h2
```

Uniqueness combines four instances of that identity, two for each choice of $M$.

```lean
/-- Two symmetric logarithmic derivatives of the same `ρ` for the same `H`
give the same quantum Fisher information. -/
theorem qfi_unique {ρ H L₁ L₂ : Matrix n n ℂ} (h₁ : IsSLD ρ H L₁) (h₂ : IsSLD ρ H L₂) :
    qfi ρ L₁ = qfi ρ L₂ := by
  have hc : (ρ * (L₁ * L₁)).trace = (ρ * (L₂ * L₂)).trace := by
    linear_combination sld_pairing h₁ L₁ - sld_pairing h₂ L₁ + sld_pairing h₁ L₂
      - sld_pairing h₂ L₂
  exact congrArg Complex.re hc
```

The next lemma writes the trace as the sum over the $v_i$. In the order on complex numbers used here, `0 ≤ z` means that `z` is real and nonnegative. The vanishing case passes from each $\rho v_i=0$ to $\rho X^\dagger=0$, then takes the adjoint.

```lean
/-- For positive semidefinite `ρ` and any `X`, `tr(ρ X† X)` is nonnegative,
and it vanishes exactly when `X ρ = 0`. -/
theorem trace_gram_nonneg {ρ : Matrix n n ℂ} (hρ : ρ.PosSemidef) (X : Matrix n n ℂ) :
    0 ≤ (ρ * (Xᴴ * X)).trace ∧ ((ρ * (Xᴴ * X)).trace = 0 ↔ X * ρ = 0) := by
  classical
  -- the trace is a sum of quadratic forms of ρ in the conjugated rows of X
  have hsum : (ρ * (Xᴴ * X)).trace
      = ∑ i, star (fun j => star (X i j) : n → ℂ) ⬝ᵥ ρ *ᵥ (fun j => star (X i j)) := by
    rw [← Matrix.mul_assoc ρ Xᴴ X, Matrix.trace_mul_comm (ρ * Xᴴ) X]
    simp only [Matrix.trace, Matrix.diag_apply, Matrix.mul_apply, dotProduct, Matrix.mulVec,
      Matrix.conjTranspose_apply, Pi.star_apply, star_star]
  have hnn : ∀ i ∈ (Finset.univ : Finset n),
      0 ≤ star (fun j => star (X i j) : n → ℂ) ⬝ᵥ ρ *ᵥ (fun j => star (X i j)) :=
    fun i _ => hρ.dotProduct_mulVec_nonneg _
  refine ⟨?_, ?_, ?_⟩
  · rw [hsum]
    exact Finset.sum_nonneg hnn
  · intro h
    rw [hsum, Finset.sum_eq_zero_iff_of_nonneg hnn] at h
    have hv : ∀ i, ρ *ᵥ (fun j => star (X i j)) = 0 :=
      fun i => (hρ.dotProduct_mulVec_zero_iff _).mp (h i (Finset.mem_univ i))
    have h0 : ρ * Xᴴ = 0 := by
      ext j i
      exact congrFun (hv i) j
    have h1 : (ρ * Xᴴ)ᴴ = 0 := by rw [h0, Matrix.conjTranspose_zero]
    rwa [Matrix.conjTranspose_mul, Matrix.conjTranspose_conjTranspose, hρ.1.eq] at h1
  · intro h
    rw [Matrix.trace_mul_comm ρ (Xᴴ * X), Matrix.mul_assoc, h, Matrix.mul_zero,
      Matrix.trace_zero]
```

## Logarithmic derivatives for projectors

Here `2 • stateDeriv H ρ` is $-2i[H,\rho]$. The proof checks Hermiticity first, then the defining equation.

```lean
/-- For Hermitian idempotent `ρ` and Hermitian `H`, the matrix `-2i [H, ρ]`
is a symmetric logarithmic derivative. -/
theorem isSLD_of_idempotent {ρ H : Matrix n n ℂ} (hρ : ρ.IsHermitian) (hi : ρ * ρ = ρ)
    (hH : H.IsHermitian) : IsSLD ρ H ((2 : ℂ) • stateDeriv H ρ) := by
  have s1 : star (2 : ℂ) = 2 := by simp
  have s2 : star (-I : ℂ) = I := by simp
  have hherm : ((2 : ℂ) • stateDeriv H ρ)ᴴ = (2 : ℂ) • stateDeriv H ρ := by
    simp only [stateDeriv, Matrix.conjTranspose_smul, Matrix.conjTranspose_sub,
      Matrix.conjTranspose_mul, hρ.eq, hH.eq, s1, s2]
    module
  have a2 : ρ * (ρ * H) = ρ * H := by rw [← Matrix.mul_assoc, hi]
  refine ⟨hherm, ?_⟩
  -- the two terms ρ H ρ cancel
  simp only [stateDeriv, Matrix.smul_mul, Matrix.mul_smul, Matrix.sub_mul, Matrix.mul_sub,
    Matrix.mul_assoc, hi, a2]
  module
```

For $\rho=|\psi\rangle\langle\psi|$ the identity $\rho A\rho=\mathrm{tr}(\rho A)\rho$ holds entry by entry, even if $\psi$ is not normalised.

```lean
/-- For `ρ = |ψ⟩⟨ψ|` and any matrix `A`, `ρ A ρ = tr(ρ A) ρ`. -/
theorem pureState_sandwich (ψ : n → ℂ) (A : Matrix n n ℂ) :
    pureState ψ * A * pureState ψ = (pureState ψ * A).trace • pureState ψ := by
  ext i j
  simp only [pureState, Matrix.mul_apply, Matrix.vecMulVec_apply, Matrix.trace,
    Matrix.diag_apply, Matrix.smul_apply, smul_eq_mul, Finset.sum_mul]
  refine Finset.sum_congr rfl fun a _ => Finset.sum_congr rfl fun b _ => ?_
  ring
```

## The bound and its equality condition

The matrix $X$ is called `defect`.

```lean
variable [DecidableEq n]

/-- The operator `X = L + 2i (H - ⟨H⟩)`. -/
def defect (ρ H L : Matrix n n ℂ) : Matrix n n ℂ :=
  L + (2 * I) • (H - (expect ρ H : ℂ) • (1 : Matrix n n ℂ))
```

In `trace_defect`, `simp` expands $X^\dagger X$ under the trace and inserts the expectation values. The final `linear_combination` uses the trace identity with $M=L$, named `key`, and $i^2=-1$.

```lean
/-- For a density matrix `ρ`, Hermitian `H` and a symmetric logarithmic derivative `L`, the operator
`X = L + 2i (H - ⟨H⟩)` satisfies `tr(ρ X† X) = 4 Var(H) - F`, with `F = ⟨L²⟩`. -/
theorem trace_defect {ρ H L : Matrix n n ℂ} (hρ : IsDensityMatrix ρ) (hH : H.IsHermitian)
    (hL : IsSLD ρ H L) :
    (ρ * ((defect ρ H L)ᴴ * defect ρ H L)).trace
      = ((4 * variance ρ H - qfi ρ L : ℝ) : ℂ) := by
  have s1 : star (2 * I : ℂ) = -(2 * I) := by simp
  have s2 : star (expect ρ H : ℂ) = (expect ρ H : ℂ) := Complex.conj_ofReal _
  have hX : (defect ρ H L)ᴴ
      = L + (-(2 * I)) • (H - (expect ρ H : ℂ) • (1 : Matrix n n ℂ)) := by
    rw [defect, Matrix.conjTranspose_add, Matrix.conjTranspose_smul, Matrix.conjTranspose_sub,
      Matrix.conjTranspose_smul, Matrix.conjTranspose_one, hL.herm.eq, hH.eq, s1, s2]
  have hHH : (H * H)ᴴ = H * H := by rw [Matrix.conjTranspose_mul, hH.eq]
  have hLL : (L * L)ᴴ = L * L := by rw [Matrix.conjTranspose_mul, hL.herm.eq]
  have t0 : ρ.trace = 1 := hρ.trace_one
  have t1 : (ρ * (H * H)).trace = (expect ρ (H * H) : ℂ) :=
    trace_eq_expect hρ.posSemidef.1 hHH
  have t2 : (ρ * (L * L)).trace = (expect ρ (L * L) : ℂ) :=
    trace_eq_expect hρ.posSemidef.1 hLL
  have t3 : (ρ * H).trace = (expect ρ H : ℂ) := trace_eq_expect hρ.posSemidef.1 hH
  -- the defining equation paired with L itself: F = -i tr(ρ [L, H])
  have key := sld_pairing hL L
  rw [t2] at key
  rw [hX]
  simp only [defect, variance, qfi, Matrix.add_mul, Matrix.mul_add, Matrix.mul_sub,
    Matrix.sub_mul, Matrix.smul_mul, Matrix.mul_smul, Matrix.mul_one, Matrix.one_mul,
    Matrix.trace_add, Matrix.trace_sub, Matrix.trace_smul, smul_eq_mul, t0, t1, t2, t3]
  push_cast
  linear_combination 2 * key
    - 4 * ((expect ρ (H * H) : ℂ) - (expect ρ H : ℂ) ^ 2) * Complex.I_sq
```

The main theorem takes a density matrix, a Hermitian `H` and any SLD `L`. It reads off the real part of $0\le4\,\mathrm{Var}(H)-F$.

```lean
/-- For a density matrix `ρ`, Hermitian `H` and a symmetric logarithmic derivative `L`,
the quantum Fisher information is at most four times the variance of `H`. -/
theorem qfi_le_four_variance {ρ H L : Matrix n n ℂ} (hρ : IsDensityMatrix ρ)
    (hH : H.IsHermitian) (hL : IsSLD ρ H L) : qfi ρ L ≤ 4 * variance ρ H := by
  have h := (trace_gram_nonneg hρ.posSemidef (defect ρ H L)).1
  rw [trace_defect hρ hH hL] at h
  have h2 := (Complex.le_def.mp h).1
  rw [Complex.zero_re, Complex.ofReal_re] at h2
  linarith
```

The vanishing criterion for the positive trace gives the exact condition for equality.

```lean
/-- For a density matrix `ρ`, Hermitian `H` and a symmetric logarithmic derivative `L`, the quantum
Fisher information equals four times the variance of `H` exactly when `(L + 2i (H - ⟨H⟩)) ρ = 0`. -/
theorem qfi_eq_four_variance_iff {ρ H L : Matrix n n ℂ} (hρ : IsDensityMatrix ρ)
    (hH : H.IsHermitian) (hL : IsSLD ρ H L) :
    qfi ρ L = 4 * variance ρ H ↔ defect ρ H L * ρ = 0 := by
  rw [← (trace_gram_nonneg hρ.posSemidef (defect ρ H L)).2, trace_defect hρ hH hL,
    Complex.ofReal_eq_zero]
  constructor <;> intro h <;> linarith
```

## Saturation by pure states and the qubit example

Normalisation is the hypothesis `star ψ ⬝ᵥ ψ = 1`. Positivity of the projector follows from $\rho=\rho^\dagger\rho$.

```lean
/-- For a normalised vector `ψ`, `|ψ⟩⟨ψ|` is an idempotent density matrix. -/
theorem pureState_isDensityMatrix {ψ : n → ℂ} (hψ : star ψ ⬝ᵥ ψ = 1) :
    IsDensityMatrix (pureState ψ) ∧ pureState ψ * pureState ψ = pureState ψ := by
  have htr0 : (pureState ψ).trace = star ψ ⬝ᵥ ψ := by
    simp only [pureState, Matrix.trace, Matrix.diag_apply, Matrix.vecMulVec_apply, dotProduct]
    exact Finset.sum_congr rfl fun a _ => mul_comm _ _
  have htr : (pureState ψ).trace = 1 := by rw [htr0, hψ]
  have hi : pureState ψ * pureState ψ = pureState ψ := by
    have h := pureState_sandwich ψ 1
    rwa [Matrix.mul_one, htr, one_smul] at h
  have hh : (pureState ψ)ᴴ = pureState ψ := by
    ext i j
    simp only [pureState, Matrix.conjTranspose_apply, Matrix.vecMulVec_apply, Pi.star_apply,
      star_mul', star_star]
    ring
  -- ρ = ρ† ρ gives positivity
  have hp := Matrix.posSemidef_conjTranspose_mul_self (pureState ψ)
  rw [hh, hi] at hp
  exact ⟨⟨hp, htr⟩, hi⟩
```

An SLD of a pure state need not be unique, so the proof first uses `qfi_unique` to replace `L` by $-2i[H,\rho]$. It then verifies $X\rho=0$.

```lean
/-- For a normalised pure state and Hermitian `H`, every symmetric logarithmic derivative
gives a quantum Fisher information equal to four times the variance of `H`. -/
theorem qfi_pureState {ψ : n → ℂ} (hψ : star ψ ⬝ᵥ ψ = 1) {H L : Matrix n n ℂ}
    (hH : H.IsHermitian) (hL : IsSLD (pureState ψ) H L) :
    qfi (pureState ψ) L = 4 * variance (pureState ψ) H := by
  obtain ⟨hd, hi⟩ := pureState_isDensityMatrix hψ
  have hL0 := isSLD_of_idempotent hd.posSemidef.1 hi hH
  have hs := pureState_sandwich ψ H
  rw [Matrix.mul_assoc, trace_eq_expect hd.posSemidef.1 hH] at hs
  -- replace L by -2i[H, ρ] and check the equality condition
  rw [qfi_unique hL hL0]
  apply (qfi_eq_four_variance_iff hd hH hL0).mpr
  simp only [defect, stateDeriv, Matrix.add_mul, Matrix.smul_mul, Matrix.sub_mul,
    Matrix.mul_assoc, Matrix.one_mul, hi, hs]
  module
```

The remaining definitions and theorem treat the qubit, with $p$ between 0 and 1, endpoints included.

```lean
/-- The diagonal qubit matrix `diag(p, 1 - p)`. -/
def qubitState (p : ℝ) : Matrix (Fin 2) (Fin 2) ℂ := !![(p : ℂ), 0; 0, 1 - (p : ℂ)]

/-- The Pauli matrix `σ_x`. -/
def pauliX : Matrix (Fin 2) (Fin 2) ℂ := !![0, 1; 1, 0]

/-- The Pauli matrix `σ_y`. -/
def pauliY : Matrix (Fin 2) (Fin 2) ℂ := !![0, -I; I, 0]
```

The last theorem checks the matrix conditions by entries and obtains $F$ and the variance from $\sigma_y^2=1$, $\sigma_x^2=1$ and $\langle\sigma_x\rangle=0$.

```lean
/-- For `0 ≤ p ≤ 1`, the state `diag(p, 1 - p)` with `H = σ_x` and `L = 2(1 - 2p) σ_y` meets
the conditions of a density matrix, a Hermitian generator and a symmetric logarithmic
derivative, with Fisher information `4(1 - 2p)²` and variance `1`. -/
theorem qfi_le_four_variance_witness {p : ℝ} (hp0 : 0 ≤ p) (hp1 : p ≤ 1) :
    IsDensityMatrix (qubitState p) ∧ pauliX.IsHermitian ∧
      IsSLD (qubitState p) pauliX (((2 * (1 - 2 * p) : ℝ) : ℂ) • pauliY) ∧
      qfi (qubitState p) (((2 * (1 - 2 * p) : ℝ) : ℂ) • pauliY) = 4 * (1 - 2 * p) ^ 2 ∧
      variance (qubitState p) pauliX = 1 := by
  have h0 : (0 : ℂ) ≤ (p : ℂ) := by
    rw [Complex.le_def]
    simp [hp0]
  have h1 : (0 : ℂ) ≤ 1 - (p : ℂ) := by
    rw [Complex.le_def]
    simp [hp1]
  have hd : qubitState p = Matrix.diagonal ![(p : ℂ), 1 - (p : ℂ)] := by
    ext i j
    fin_cases i <;> fin_cases j <;> simp [qubitState]
  have hh : ∀ i : Fin 2, (0 : ℂ) ≤ ![(p : ℂ), 1 - (p : ℂ)] i := by
    intro i
    fin_cases i
    · exact h0
    · exact h1
  have hpsd : (qubitState p).PosSemidef := by
    rw [hd]
    exact Matrix.posSemidef_diagonal_iff.mpr hh
  have htr : (qubitState p).trace = 1 := by
    simp [qubitState, Matrix.trace_fin_two]
  have hX : pauliXᴴ = pauliX := by
    ext i j
    fin_cases i <;> fin_cases j <;> simp [pauliX, Matrix.conjTranspose_apply]
  have hY : pauliYᴴ = pauliY := by
    ext i j
    fin_cases i <;> fin_cases j <;> simp [pauliY, Matrix.conjTranspose_apply]
  have s : star ((2 * (1 - 2 * p) : ℝ) : ℂ) = ((2 * (1 - 2 * p) : ℝ) : ℂ) :=
    Complex.conj_ofReal _
  have hL : (((2 * (1 - 2 * p) : ℝ) : ℂ) • pauliY)ᴴ
      = ((2 * (1 - 2 * p) : ℝ) : ℂ) • pauliY := by
    rw [Matrix.conjTranspose_smul, hY, s]
  have hXX : pauliX * pauliX = 1 := by
    ext i j
    fin_cases i <;> fin_cases j <;> simp [pauliX, Matrix.mul_apply, Fin.sum_univ_two]
  have hYY : pauliY * pauliY = 1 := by
    ext i j
    fin_cases i <;> fin_cases j <;> simp [pauliY, Matrix.mul_apply, Fin.sum_univ_two]
  have hm : (qubitState p * pauliX).trace = 0 := by
    simp [qubitState, pauliX, Matrix.trace_fin_two]
  refine ⟨⟨hpsd, htr⟩, hX, ⟨hL, ?_⟩, ?_, ?_⟩
  · ext i j
    fin_cases i <;> fin_cases j <;>
      simp [stateDeriv, qubitState, pauliX, pauliY] <;>
      ring
  · simp only [qfi, expect, Matrix.smul_mul, Matrix.mul_smul, hYY,
      Matrix.trace_smul, htr, smul_eq_mul, _root_.mul_one, ← Complex.ofReal_mul,
      Complex.ofReal_re]
    ring
  · simp [variance, expect, hXX, hm, htr]

end

end QuantumFisherVarianceBound
```

```lean
#print axioms QuantumFisherVarianceBound.qfi_le_four_variance
#print axioms QuantumFisherVarianceBound.qfi_pureState
```

```
'QuantumFisherVarianceBound.qfi_le_four_variance' depends on axioms: [propext, Classical.choice, Quot.sound]
'QuantumFisherVarianceBound.qfi_pureState' depends on axioms: [propext, Classical.choice, Quot.sound]
```
